# A Sum Rule for Pair Exchange Couplings at Fixed Energy

The two spin channels of a magnet are represented here by two finite complex matrices, A and A − D, taken at one fixed energy, and the difference D between them is assumed to be diagonal in the site index. For a collinear magnet with Hamiltonians H↓ and H↑, one sets A = z − H↓ at a complex energy z. Then A − D = z − H↑ means D = H↑ − H↓, so D_i is the local exchange splitting at site i, with its sign. A diagonal D says that hopping between sites is the same for both spins. Treating the two spin channels as separate matrices already assumes that no spin–orbit coupling mixes them.

Both matrices are assumed invertible. In the physical reading, z is not an eigenvalue of either Hamiltonian, which is guaranteed for Hermitian Hamiltonians when z lies off the real axis. The Green functions are

F = A⁻¹,  G = (A − D)⁻¹,

and the pair coupling between sites i and j is defined as

J_ij = D_i G_ij D_j F_ji.

This is the kind of product that appears under the energy integral in exchange formulas based on the magnetic force theorem. The force theorem itself, which relates such couplings to energy changes when spins rotate, is not derived here; J_ij is taken as a definition.

## From the Dyson identity to the sum rule

The claim is that, for every site i,

Σ_{j≠i} J_ij = D_i (G_ii − F_ii) − D_i G_ii D_i F_ii.

The left side runs over all partners of site i. The right side needs only the site-diagonal elements of the two Green functions. In a finite one-orbital model at fixed energy, this provides a consistency check on computed exchange couplings: the sum over all partners of site i must reproduce a number computed from D_i, G_ii and F_ii.

Start from the products A F = 1 and G (A − D) = 1. Inserting each of them as a factor of one gives

G − F = G (A F) − (G (A − D)) F = G A F − G A F + G D F = G D F.

Using F A = 1 and (A − D) G = 1 instead gives the other order:

G − F = (F A) G − F ((A − D) G) = F D G.

Now take the diagonal entry at site i. Since D is diagonal, each matrix product has only one intermediate sum:

G_ii − F_ii = Σ_j G_ij D_j F_ji = Σ_j F_ij D_j G_ji.

Multiplying the first form by D_i turns each term into a pair coupling:

Σ_j J_ij = D_i (G_ii − F_ii).

The sum still contains the term j = i, which is J_ii = D_i G_ii D_i F_ii. Moving it to the right gives the claim. For a single site the left side is an empty sum, and the right side vanishes because G − F = G D F is then an equation between numbers.

The second form of the diagonal entry gives the column sum. Because the entries are complex numbers, the factors can be reordered:

Σ_j J_ji = Σ_j D_j G_ji D_i F_ij = D_i Σ_j F_ij D_j G_ji = D_i (G_ii − F_ii).

Row and column sums therefore agree, even though J_ij and J_ji need not be equal for a general A.

These two sums can be expressed through one matrix,

K_ij = δ_ij D_i (G_ii − F_ii) − J_ij,

where δ_ij is one for i = j and zero otherwise. Every row and every column of K sums to zero, so K annihilates the vector with equal amplitude on all sites from either side. This is the algebraic pattern expected for small spin rotations when nothing in the energy singles out a spin direction, such as an external field: turning all spins together then costs no energy.

## Two sites worked out in numbers

Label the sites 0 and 1, and take

A = [[2, −1], [−1, 2]],  D = diag(−1, −2).

Then A − D = [[3, −1], [−1, 4]]. The determinants are 3 and 11, and the inverses are

F = (1/3) [[2, 1], [1, 2]],  G = (1/11) [[4, 1], [1, 3]].

The coupling between the sites is

J_01 = (−1)(1/11)(−2)(1/3) = 2/33.

The right side of the sum rule at site 0 is

(−1)(4/11 − 2/3) − (−1)(4/11)(−1)(2/3) = 10/33 − 8/33 = 2/33.

At site 1 it is 26/33 − 24/33 = 2/33, which equals J_10. The matrix K has 2/33 on its diagonal and −2/33 off it, so its rows and columns sum to zero.

## The matrices and their inverses in Lean

The sites form a finite type `n`, and the orbitals on each site form a finite type `m`. An infinite crystal is therefore not covered, while a finite cluster of any size is.

```lean
import Mathlib

open Matrix

namespace ExchangeSumRule

noncomputable section

variable {n m : Type*} [Fintype n] [DecidableEq n] [Fintype m] [DecidableEq m]
```

The first theorem is the Dyson identity in an arbitrary ring, with `a` and `d` in the roles of A and D. Invertibility is the hypothesis `IsUnit`. The inverse is written `Ring.inverse`, a function that returns zero on elements without an inverse, so the hypotheses are what make it a true inverse.

The four facts `h1` to `h4` are the products equal to one. The proof then renames the two inverses `g` and `f`, and each `calc` block follows the derivation above: its first line inserts the factors of one, and `noncomm_ring` expands the result without exchanging any factors.

```lean
/-- The Dyson identities: the difference of the Green functions of `a - d` and `a`
is a single scattering by `d` between the two, in either order. -/
theorem dyson {R : Type*} [Ring R] {a d : R} (ha : IsUnit a) (hb : IsUnit (a - d)) :
    Ring.inverse (a - d) - Ring.inverse a = Ring.inverse (a - d) * d * Ring.inverse a ∧
    Ring.inverse (a - d) - Ring.inverse a = Ring.inverse a * d * Ring.inverse (a - d) := by
  have h1 := Ring.inverse_mul_cancel a ha
  have h2 := Ring.mul_inverse_cancel a ha
  have h3 := Ring.inverse_mul_cancel (a - d) hb
  have h4 := Ring.mul_inverse_cancel (a - d) hb
  generalize Ring.inverse (a - d) = g at *
  generalize Ring.inverse a = f at *
  constructor
  · calc g - f = g * (a * f) - (g * (a - d)) * f := by rw [h2, h3, mul_one, one_mul]
      _ = g * d * f := by noncomm_ring
  · calc g - f = (f * a) * g - f * ((a - d) * g) := by rw [h1, h4, mul_one, one_mul]
      _ = f * d * g := by noncomm_ring
```

Working in a general ring pays off in the next step, where the matrix entries may themselves be matrices. The splitting is now a function `d` on sites, and `diagonal d` is the matrix D. The theorem reads off the diagonal entry of both Dyson identities. `Matrix.mul_apply` writes the matrix product as a sum over intermediate sites, and `Matrix.mul_diagonal` reduces multiplication by D to the single factor `d j`.

```lean
/-- The on-site difference of the two Green functions is a sum over the sites at which
the local splitting scatters; the entries may be noncommuting orbital blocks. -/
theorem dyson_site {R : Type*} [Ring R] {A : Matrix n n R} {d : n → R}
    (hA : IsUnit A) (hB : IsUnit (A - diagonal d)) (i : n) :
    Ring.inverse (A - diagonal d) i i - Ring.inverse A i i =
      ∑ j, Ring.inverse (A - diagonal d) i j * d j * Ring.inverse A j i ∧
    Ring.inverse (A - diagonal d) i i - Ring.inverse A i i =
      ∑ j, Ring.inverse A i j * d j * Ring.inverse (A - diagonal d) j i := by
  constructor
  · calc _ = (Ring.inverse (A - diagonal d) - Ring.inverse A) i i := rfl
      _ = _ := by
        rw [(dyson hA hB).1, Matrix.mul_apply]
        simp only [Matrix.mul_diagonal]
  · calc _ = (Ring.inverse (A - diagonal d) - Ring.inverse A) i i := rfl
      _ = _ := by
        rw [(dyson hA hB).2, Matrix.mul_apply]
        simp only [Matrix.mul_diagonal]
```

## Pair couplings with one orbital per site

The definition of J_ij specialises to complex entries, where the usual notation `⁻¹` for the matrix inverse is available. `pairCoupling A d i j` is J_ij at one energy, with no integral, no occupation factor and no prefactor. Neither A nor D is required to be Hermitian or real.

```lean
/-- The one-orbital pair coupling `D_i G_ij D_j F_ji`, with `G = (A - D)⁻¹` and `F = A⁻¹`. -/
def pairCoupling (A : Matrix n n ℂ) (d : n → ℂ) (i j : n) : ℂ :=
  d i * (A - diagonal d)⁻¹ i j * d j * A⁻¹ j i
```

The next theorem contains the full row and column sums, including the term j = i. The proof first translates `Ring.inverse` into `⁻¹`, then brings the factor `d i` inside the sum. The two sides are compared term by term with `ring`, which may reorder the complex factors. The column sum needs that reordering.

```lean
/-- The pair couplings of site `i`, its own term included, add up to the local splitting
times the on-site difference of the Green functions, for either order of the indices. -/
theorem sum_pairCoupling {A : Matrix n n ℂ} {d : n → ℂ}
    (hA : IsUnit A) (hB : IsUnit (A - diagonal d)) (i : n) :
    ∑ j, pairCoupling A d i j = d i * ((A - diagonal d)⁻¹ i i - A⁻¹ i i) ∧
    ∑ j, pairCoupling A d j i = d i * ((A - diagonal d)⁻¹ i i - A⁻¹ i i) := by
  have h := dyson_site hA hB i
  simp only [← Matrix.nonsing_inv_eq_ringInverse] at h
  constructor
  · rw [h.1, Finset.mul_sum]
    refine Finset.sum_congr rfl fun j _ => ?_
    unfold pairCoupling
    ring
  · rw [h.2, Finset.mul_sum]
    refine Finset.sum_congr rfl fun j _ => ?_
    unfold pairCoupling
    ring
```

The main theorem excludes site i from the sum by writing its range as `Finset.univ.erase i`. Its right side is the claimed expression, with `(A - diagonal d)⁻¹` for G and `A⁻¹` for F. The lemma `Finset.add_sum_erase` splits the complete sum into the on-site term and the rest, the row sum replaces the complete sum, and `linear_combination` moves the on-site term across.

```lean
/-- The pair-coupling sum rule: the couplings of site `i` to all other sites add up to
`D_i (G_ii - F_ii) - D_i G_ii D_i F_ii`, which contains only quantities at site `i`. -/
theorem pairCoupling_sum_rule {A : Matrix n n ℂ} {d : n → ℂ}
    (hA : IsUnit A) (hB : IsUnit (A - diagonal d)) (i : n) :
    ∑ j ∈ Finset.univ.erase i, pairCoupling A d i j =
      d i * ((A - diagonal d)⁻¹ i i - A⁻¹ i i)
        - d i * (A - diagonal d)⁻¹ i i * d i * A⁻¹ i i := by
  -- split the full sum into the on-site term and the rest
  have h := Finset.add_sum_erase Finset.univ (pairCoupling A d i) (Finset.mem_univ i)
  rw [(sum_pairCoupling hA hB i).1] at h
  have h0 : pairCoupling A d i i =
    d i * (A - diagonal d)⁻¹ i i * d i * A⁻¹ i i := rfl
  linear_combination h - h0
```

Since the identity holds at every energy where both inverses exist, integrating both sides over such energies with a common weight preserves it whenever the integrals converge; that extension is ordinary calculus and is not among the theorems proved here.

## Several orbitals and noncommuting splittings

With several orbitals per site, each entry of A is an orbital matrix, and D_i becomes a matrix `d i` that need not be diagonal in the orbitals or commute with the Green function blocks. All sites carry the same set of orbitals. The pair coupling is then the trace of D_i G_ij D_j F_ji over the orbitals of site i, and the sum rule becomes

Σ_{j≠i} Tr(D_i G_ij D_j F_ji) = Tr(D_i (G_ii − F_ii)) − Tr(D_i G_ii D_i F_ii).

The steps are the same as before. The ring version of the Dyson identity supplies the diagonal block, multiplication by D_i from the left distributes over the sum, and the trace of a sum is the sum of the traces. The order of the factors never changes, so the argument uses only the linearity of the trace. The inverse is again written `Ring.inverse`, because the entries belong to a noncommutative ring.

```lean
/-- The multi-orbital sum rule: with an orbital matrix `d i` as the splitting on each site,
the orbital traces of the pair couplings of site `i` to all others obey the same rule. -/
theorem multiorbital_sum_rule {A : Matrix n n (Matrix m m ℂ)} {d : n → Matrix m m ℂ}
    (hA : IsUnit A) (hB : IsUnit (A - diagonal d)) (i : n) :
    ∑ j ∈ Finset.univ.erase i,
        trace (d i * Ring.inverse (A - diagonal d) i j * d j * Ring.inverse A j i) =
      trace (d i * (Ring.inverse (A - diagonal d) i i - Ring.inverse A i i))
        - trace (d i * Ring.inverse (A - diagonal d) i i * d i * Ring.inverse A i i) := by
  have h := Finset.add_sum_erase Finset.univ
    (fun j => trace (d i * Ring.inverse (A - diagonal d) i j * d j * Ring.inverse A j i))
    (Finset.mem_univ i)
  rw [(dyson_site hA hB i).1, Finset.mul_sum, Matrix.trace_sum]
  simp only [mul_assoc] at h ⊢
  linear_combination h
```

## The uniform vector

`rotationKernel` is the matrix K for one orbital per site. The function `Matrix.of` turns the table of pair couplings into a matrix, which is subtracted from the diagonal part.

```lean
/-- The kernel with `D_i (G_ii - F_ii)` added on the diagonal and the pair couplings
subtracted everywhere. -/
def rotationKernel (A : Matrix n n ℂ) (d : n → ℂ) : Matrix n n ℂ :=
  diagonal (fun i => d i * ((A - diagonal d)⁻¹ i i - A⁻¹ i i)) - Matrix.of (pairCoupling A d)
```

In the theorem, `1` denotes the vector with every component equal to one. The product `*ᵥ 1` forms the row sums of K, and `1 ᵥ*` forms its column sums. Each part of the proof fixes a site, expands the product into a sum, and uses the corresponding half of `sum_pairCoupling` to show that the diagonal part cancels the couplings.

The result is a statement about a matrix at one energy. Reading it as the zero-energy cost of a common rotation requires the connection between K and the total energy, which the definition does not supply.

```lean
/-- The rotation kernel annihilates the uniform vector, in which all sites have the same
amplitude, from the right and from the left. -/
theorem rotationKernel_uniform {A : Matrix n n ℂ} {d : n → ℂ}
    (hA : IsUnit A) (hB : IsUnit (A - diagonal d)) :
    rotationKernel A d *ᵥ 1 = 0 ∧ 1 ᵥ* rotationKernel A d = 0 := by
  constructor
  · funext i
    have h := (sum_pairCoupling hA hB i).1
    simp [rotationKernel, Matrix.mulVec, dotProduct, Matrix.diagonal_apply,
      Finset.sum_sub_distrib, h]
  · funext i
    have h := (sum_pairCoupling hA hB i).2
    simp [rotationKernel, Matrix.vecMul, dotProduct, Matrix.diagonal_apply,
      Finset.sum_sub_distrib, h]
```

## The coupling of a two-site molecule

The last theorem computes one coupling explicitly. Site 0 has diagonal entry a and splitting p, site 1 has diagonal entry b and splitting q, and the off-diagonal entries of A are −t. With A = z − H↓, this means that the Hamiltonian has hopping element +t. The conditions `hA` and `hB` state that the determinants of A and A − D are nonzero. The result, in divided form, is

J_01 = p q t² / [(a b − t²)((a − p)(b − q) − t²)].

The Lean statement multiplies through by the determinants. When p, q and t are all nonzero, so is the coupling, which shows that the sum rule is not merely relating zeros. The example in numbers is the case a = b = 2, t = 1, p = −1, q = −2.

By hand, the off-diagonal entry of the inverse of a two-site matrix of this form is t divided by its determinant. The auxiliary statement `key` records this for both off-diagonal entries, using the formula for the inverse through the adjugate. `hsub` carries out the subtraction A − D entry by entry. The final `linear_combination` inserts the values of G_01 and F_10, each multiplied by its determinant, into the definition of the coupling.

```lean
/-- For two sites joined by a hopping `t`, the intersite coupling times the determinants of
`A` and `A - D` equals the product of the two splittings and the squared hopping. -/
theorem dimer_coupling (a b t p q : ℂ) (hA : a * b - t ^ 2 ≠ 0)
    (hB : (a - p) * (b - q) - t ^ 2 ≠ 0) :
    pairCoupling !![a, -t; -t, b] ![p, q] 0 1 *
      ((a * b - t ^ 2) * ((a - p) * (b - q) - t ^ 2)) = p * q * t ^ 2 := by
  -- off-diagonal entries of the inverse of a two-site matrix
  have key : ∀ x y : ℂ, x * y - t ^ 2 ≠ 0 →
      (!![x, -t; -t, y])⁻¹ 0 1 * (x * y - t ^ 2) = t ∧
      (!![x, -t; -t, y])⁻¹ 1 0 * (x * y - t ^ 2) = t := by
    intro x y h
    have e : x * y - -t * -t = x * y - t ^ 2 := by ring
    rw [Matrix.inv_def, Matrix.det_fin_two_of, Matrix.adjugate_fin_two_of,
      Ring.inverse_eq_inv', e]
    constructor
    · change (x * y - t ^ 2)⁻¹ * - -t * (x * y - t ^ 2) = t
      rw [neg_neg, mul_right_comm, inv_mul_cancel₀ h, one_mul]
    · change (x * y - t ^ 2)⁻¹ * - -t * (x * y - t ^ 2) = t
      rw [neg_neg, mul_right_comm, inv_mul_cancel₀ h, one_mul]
  have hsub : !![a, -t; -t, b] - diagonal ![p, q] = !![a - p, -t; -t, b - q] := by
    ext i j
    fin_cases i <;> fin_cases j <;> simp
  have hF := (key a b hA).2
  have hG := (key (a - p) (b - q) hB).1
  unfold pairCoupling
  rw [hsub]
  change p * (!![a - p, -t; -t, b - q])⁻¹ 0 1 * q * (!![a, -t; -t, b])⁻¹ 1 0 * _ = _
  generalize (!![a - p, -t; -t, b - q])⁻¹ 0 1 = v at *
  generalize (!![a, -t; -t, b])⁻¹ 1 0 = u at *
  linear_combination p * q * (u * (a * b - t ^ 2)) * hG + p * q * t * hF

end

end ExchangeSumRule
```

```lean
#print axioms ExchangeSumRule.pairCoupling_sum_rule
-- 'ExchangeSumRule.pairCoupling_sum_rule' depends on axioms: [propext, Classical.choice, Quot.sound]
#print axioms ExchangeSumRule.multiorbital_sum_rule
-- 'ExchangeSumRule.multiorbital_sum_rule' depends on axioms: [propext, Classical.choice, Quot.sound]
#print axioms ExchangeSumRule.rotationKernel_uniform
-- 'ExchangeSumRule.rotationKernel_uniform' depends on axioms: [propext, Classical.choice, Quot.sound]
#print axioms ExchangeSumRule.dimer_coupling
-- 'ExchangeSumRule.dimer_coupling' depends on axioms: [propext, Classical.choice, Quot.sound]
```
